# Plane waves diagonalise the A-to-B hopping on a finite ring of two-site cells

On a periodic ring of `N` cells (`N` nonzero), each with an A and a B site, a non-interacting particle hops from B to A with complex amplitude t₁ within a cell and t₂ from cell j to cell j + 1. The lemma says that the conjugate transpose of this hopping matrix, which describes the reverse hops from A to B, acts on the plane wave exp(−2πijk/N) by multiplying it by the complex conjugate of t₁ + t₂ exp(2πik/N). The plane waves are unnormalised, each with squared norm `N`; dividing them by √N leaves these factors unchanged. The proof compares matrix entries, using `hc` for the conjugate of a phase and `hs` for the phase gained on moving one cell along, then simplifies the sum over cells and finishes with `ring`.

As first written in Lean, the proof fails:

```lean
import Mathlib

open Matrix Polynomial

namespace SSHRing

noncomputable section

/-- Hopping amplitudes from the B sites to the A sites of a ring of `N` cells: `t₁` within a cell,
`t₂` from the B site of cell `j` to the A site of cell `j + 1`. -/
def hop (N : ℕ) (t₁ t₂ : ℂ) : Matrix (ZMod N) (ZMod N) ℂ :=
  Matrix.of fun i j => (if i = j then t₁ else 0) + (if i = j + 1 then t₂ else 0)

/-- The matrix whose columns are the (unnormalised) plane waves on the ring. -/
def planeWaves (N : ℕ) [NeZero N] : Matrix (ZMod N) (ZMod N) ℂ :=
  Matrix.of fun j k => ZMod.stdAddChar (-(j * k))

variable {N : ℕ} [NeZero N]

/-- Plane waves diagonalise the reverse hopping, with the complex conjugate amplitudes. -/
theorem hop_conjTranspose_mul_planeWaves (t₁ t₂ : ℂ) :
    (hop N t₁ t₂)ᴴ * planeWaves N
      = planeWaves N * Matrix.diagonal fun k => star (t₁ + t₂ * ZMod.stdAddChar k) := by
  ext j k
  have hc : star (ZMod.stdAddChar k : ℂ) = ZMod.stdAddChar (-k) :=
    (AddChar.map_neg_eq_conj _ _).symm
  have hs : (ZMod.stdAddChar (-((j + 1) * k)) : ℂ)
      = ZMod.stdAddChar (-(j * k)) * ZMod.stdAddChar (-k) := by
    rw [← AddChar.map_add_eq_mul]
    congr 1
    ring
  rw [Matrix.mul_diagonal, Matrix.mul_apply]
  simp only [hop, planeWaves, Matrix.conjTranspose_apply, Matrix.of_apply, star_add, star_mul',
    apply_ite (star : ℂ → ℂ), star_zero, add_mul, ite_mul, zero_mul,
    Finset.sum_add_distrib, Finset.sum_ite_eq', Finset.mem_univ, if_true]
  rw [hs, hc]
  ring

end

end SSHRing
```

Messages:

```
Main.lean:36:6: error: Tactic `rewrite` failed: Did not find an occurrence of the pattern
  ZMod.stdAddChar (-((j + 1) * k))
in the target expression
  star t₁ * ZMod.stdAddChar (-(j * k)) + star t₂ * ZMod.stdAddChar (-(j * k + 1 * k)) =
    ZMod.stdAddChar (-(j * k)) * (star t₁ + star t₂ * star (ZMod.stdAddChar k))

N : ℕ
inst✝ : NeZero N
t₁ t₂ : ℂ
j k : ZMod N
hc : star (ZMod.stdAddChar k) = ZMod.stdAddChar (-k)
hs : ZMod.stdAddChar (-((j + 1) * k)) = ZMod.stdAddChar (-(j * k)) * ZMod.stdAddChar (-k)
⊢ star t₁ * ZMod.stdAddChar (-(j * k)) + star t₂ * ZMod.stdAddChar (-(j * k + 1 * k)) =
    ZMod.stdAddChar (-(j * k)) * (star t₁ + star t₂ * star (ZMod.stdAddChar k))
```

What went wrong. The error says that `rw [hs, hc]` cannot find the left side of `hs`, `ZMod.stdAddChar (-((j + 1) * k))`, in the goal. The preceding `simp only` includes `add_mul`, which is there to distribute products over the sums of hopping terms, but it also applies inside the character's argument. There it turns `(j + 1) * k` into `j * k + 1 * k`. The two expressions are equal, but `rw` looks for a matching form and does not use the distributive law to find one.

The diff states the left side of `hs` with `j * k + 1 * k`, exactly as it appears in the goal, so the rewrite finds it. The factor `1 * k` has to stay because the `simp only` list has no `one_mul` to reduce it to `k`. The proof of `hs` needs no change: its closing `ring` also proves the equality of arguments in the new form.

After these edits no error is left:

```diff
@@ -25,5 +25,5 @@
   have hc : star (ZMod.stdAddChar k : ℂ) = ZMod.stdAddChar (-k) :=
     (AddChar.map_neg_eq_conj _ _).symm
-  have hs : (ZMod.stdAddChar (-((j + 1) * k)) : ℂ)
+  have hs : (ZMod.stdAddChar (-(j * k + 1 * k)) : ℂ)
       = ZMod.stdAddChar (-(j * k)) * ZMod.stdAddChar (-k) := by
     rw [← AddChar.map_add_eq_mul]
```
